# Perfect pairing for non-interacting electron pairs: amplitude equations and exact ground state

Stretch a single bond, and the two electrons that shared the bonding orbital increasingly occupy the antibonding orbital as well. The simplest description keeps them together as a pair and mixes two configurations, one for each orbital. If each pair keeps to its own two orbitals, a molecule with $n$ such bonds has $2^n$ pair configurations, while a product of one two-orbital function (a geminal) per bond has only $n$ parameters. When does such a product solve the Schrödinger equation on all $2^n$ configurations, and when is the solution the ground state?

For pairs that do not interact with one another, and for products with a non-zero amplitude on the configuration without excited pairs (scaled to one below), the first question is answered here in full, and the second by a sufficient condition. A configuration is $s\in\{0,1\}^n$, with $s_i=1$ if pair $i$ is in its antibonding orbital. Let $f_i s$ be $s$ with entry $i$ flipped. On real functions of configurations,

$$(H\psi)(s)=\sum_i\bigl[K_i\,\psi(f_i s)+2D_i s_i\,\psi(s)\bigr].$$

The real number $K_i$ stands for the two-electron integral that transfers pair $i$ between its orbitals. The real number $2D_i$ is the energy of the excited pair relative to the unexcited one, including the repulsion within the pair. The energy of the reference configuration, $s=0$, is the zero of the scale. Each pair thus contributes the matrix $\begin{pmatrix}0&K_i\\K_i&2D_i\end{pmatrix}$.

The geminal product with real amplitudes $t_i$ is $\psi_t(s)=\prod_i t_i^{s_i}$, with $t_i^0=1$. In coupled-cluster language it is the exponential of the pair excitations acting on the reference; the series stops after the linear term for each pair, because a pair can be excited only once. The claim is that $H\psi_t=E\psi_t$ holds exactly when

$$E=\sum_i K_it_i\quad\text{and}\quad r_i:=K_i+2D_it_i-K_it_i^2=0\ \text{ for every } i.$$

If all $K_i\neq0$, one choice of roots gives a ground state, with energy $\sum_i\bigl(D_i-\sqrt{D_i^2+K_i^2}\bigr)$.

## The error of the product wavefunction

Exciting pair $i$ multiplies the amplitude by $t_i$. Compare the contribution of pair $i$ to $(H\psi_t)(s)$ with $K_it_i\psi_t(s)$.

- If $s_i=0$, then $\psi_t(f_is)=t_i\psi_t(s)$, and the difference is $K_it_i\psi_t(s)-K_it_i\psi_t(s)=0$.
- If $s_i=1$, then $\psi_t(s)=t_i\psi_t(f_is)$, and the difference is $(K_i+2D_it_i-K_it_i^2)\,\psi_t(f_is)=r_i\,\psi_t(f_is)$.

Summing over the pairs gives

$$(H\psi_t)(s)-\Bigl(\sum_iK_it_i\Bigr)\psi_t(s)=\sum_{i:\,s_i=1}r_i\,\psi_t(f_is).$$

If all $r_i$ vanish, the right-hand side is zero and $\psi_t$ is an eigenvector. Conversely, suppose that $H\psi_t=E\psi_t$. At the reference no pair is excited and $\psi_t=1$, so $E=\sum_iK_it_i$. At the configuration with only pair $i$ excited, the left-hand side is now zero and the right-hand side is $r_i$, so $r_i=0$. Only $n+1$ of the $2^n$ components were used. For these non-interacting pairs, the projected coupled-cluster equations are therefore equivalent to the full Schrödinger equation for the product.

## Choosing the lower root

For $K_i\neq0$ the quadratic has the roots $t_i=\bigl(D_i\pm\sqrt{D_i^2+K_i^2}\bigr)/K_i$. The minus sign gives the pair energy $K_it_i=D_i-\sqrt{D_i^2+K_i^2}<0$, the lower eigenvalue of the two-level matrix.

To see that the sum of these energies is a lower bound, let $x$ and $y$ be the values of a trial function $\varphi$ on two configurations that differ only in pair $i$, with the pair unexcited and excited respectively. The shifted energy form of the pair is

$$Q_i=2K_ixy+2D_iy^2-K_it_i(x^2+y^2).$$

Multiply by $t_i^2$ and substitute $2D_it_i=K_it_i^2-K_i$ in the term $2D_it_i^2y^2$:

$$t_i^2Q_i=-K_it_i^3x^2+2K_it_i^2xy-K_it_iy^2=-K_it_i\,(t_ix-y)^2\ge0.$$

Since $K_it_i<0$ forces $t_i\ne0$, it follows that $Q_i\ge0$. Now let $g_i(s)$ be the contribution of pair $i$ and configuration $s$ to $\sum_s\varphi(s)(H\varphi)(s)-\bigl(\sum_iK_it_i\bigr)\sum_s\varphi(s)^2$. The sum $g_i(s)+g_i(f_is)$ is exactly such a $Q_i$. As $f_i$ only permutes the configurations,

$$2\sum_sg_i(s)=\sum_s\bigl[g_i(s)+g_i(f_is)\bigr]\ge0.$$

Summing over $i$ gives the variational bound.

## Configurations, Hamiltonian and amplitudes in Lean

```lean
import Mathlib

open Finset

namespace PerfectPairing

noncomputable section

variable {ι : Type*} [Fintype ι] [DecidableEq ι]
```

The pairs are labelled by an arbitrary finite type `ι`. It may be empty, in which case there is one configuration and its energy is zero. A configuration is a function `ι → Bool`, with `true` for an excited pair.

```lean
/-- Move pair `i` to the other one of its two orbitals. -/
def pairFlip (i : ι) (s : ι → Bool) : ι → Bool := Function.update s i (!s i)
```

This is $f_i$: the value at `i` is negated and all others are kept.

```lean
/-- The reference configuration, with every pair in its bonding orbital. -/
def reference : ι → Bool := fun _ => false

/-- The Hamiltonian of non-interacting pairs: `K i` transfers pair `i` between its two orbitals, and
`2 * D i` is the energy of the excited pair. -/
def hamiltonian (K D : ι → ℝ) (ψ : (ι → Bool) → ℝ) (s : ι → Bool) : ℝ :=
  ∑ i, (K i * ψ (pairFlip i s) + if s i then 2 * D i * ψ s else 0)
```

A wavefunction is a real function on configurations, and `hamiltonian K D` is the action of $H$ on it. The coefficients are fixed real numbers. The optimisation of the orbitals, which would change them, is not part of the model, and neither are interactions between pairs or configurations with broken pairs.

```lean
/-- The geminal product, with a factor `t i` for each excited pair. -/
def geminal (t : ι → ℝ) (s : ι → Bool) : ℝ := ∏ i, if s i then t i else 1
```

The product is not normalised to unit length. Its squared norm is $\prod_i(1+t_i^2)$, so the normalised reference amplitude is $\prod_i(1+t_i^2)^{-1/2}$.

```lean
/-- The left-hand side of the amplitude equation of one pair. -/
def residual (k d t : ℝ) : ℝ := k + 2 * d * t - k * t ^ 2
```

With `k`, `d` and `t` set to the values for pair $i$, this is $r_i$.

## The error formula and the projected equations

```lean
omit [Fintype ι] in
/-- Moving the same pair twice restores the configuration. -/
theorem pairFlip_pairFlip (i : ι) (s : ι → Bool) : pairFlip i (pairFlip i s) = s := by
  simp [pairFlip]

omit [DecidableEq ι] in
/-- The geminal product has amplitude one on the reference configuration. -/
theorem geminal_reference (t : ι → ℝ) : geminal t reference = 1 := by
  simp [geminal, reference]

/-- Exciting pair `i` multiplies the geminal amplitude by `t i`. -/
theorem geminal_excite (t : ι → ℝ) {i : ι} {s : ι → Bool} (hs : s i = false) :
    geminal t (pairFlip i s) = t i * geminal t s := by
  have h (u : ι → Bool) : geminal t u =
      (if u i then t i else 1) * ∏ j ∈ univ.erase i, (if u j then t j else 1) :=
    (Finset.mul_prod_erase univ (fun j => if u j then t j else 1) (mem_univ i)).symm
  have hrest : ∏ j ∈ univ.erase i, (if pairFlip i s j then t j else 1) =
      ∏ j ∈ univ.erase i, (if s j then t j else 1) := by
    refine Finset.prod_congr rfl fun j hj => ?_
    have hji : j ≠ i := Finset.ne_of_mem_erase hj
    simp [pairFlip, hji]
  rw [h (pairFlip i s), h s, hrest]
  simp [pairFlip, hs]
```

The last lemma is the rule $\psi_t(f_is)=t_i\psi_t(s)$ for an unexcited pair. The proof separates the factor of pair `i` from the product, using `Finset.mul_prod_erase`, and checks that the flip leaves the remaining factors unchanged.

```lean
/-- The error of the geminal product in the Schrödinger equation with energy `∑ K i * t i` is a sum
over the excited pairs, each term being the residual of the pair times the geminal amplitude with
that pair moved back. -/
theorem schrodinger_error (K D t : ι → ℝ) (s : ι → Bool) :
    hamiltonian K D (geminal t) s - (∑ i, K i * t i) * geminal t s =
      ∑ i, if s i then residual (K i) (D i) (t i) * geminal t (pairFlip i s) else 0 := by
  rw [hamiltonian, Finset.sum_mul, ← Finset.sum_sub_distrib]
  refine Finset.sum_congr rfl fun i _ => ?_
  cases h : s i
  · rw [geminal_excite t h]
    simp only [Bool.false_eq_true, if_false]
    ring
  · have hg := geminal_excite t (i := i) (s := pairFlip i s) (by simp [pairFlip, h])
    rw [pairFlip_pairFlip] at hg
    rw [hg]
    simp only [↓reduceIte, residual]
    ring
```

After the sums have been combined, the proof splits on `s i`, as in the two cases above. When the pair is excited, `geminal_excite` is applied to the flipped configuration, where the pair is unexcited, and `pairFlip_pairFlip` leads back to `s`.

```lean
/-- For the geminal product, the Schrödinger equation projected on the reference and on the single
pair excitations fixes the energy and implies the amplitude equation of every pair. -/
theorem amplitude_equations_of_projection (K D t : ι → ℝ) (E : ℝ)
    (h0 : hamiltonian K D (geminal t) reference = E * geminal t reference)
    (h1 : ∀ i, hamiltonian K D (geminal t) (pairFlip i reference) =
      E * geminal t (pairFlip i reference)) :
    E = ∑ i, K i * t i ∧ ∀ i, residual (K i) (D i) (t i) = 0 := by
  -- the reference projection gives the energy
  have hE : E = ∑ i, K i * t i := by
    have r0 := schrodinger_error K D t reference
    rw [h0, geminal_reference] at r0
    simp only [reference, Bool.false_eq_true, if_false, Finset.sum_const_zero] at r0
    linarith
  refine ⟨hE, fun i => ?_⟩
  -- a single pair excitation isolates one residual
  have hs : (∑ j, if pairFlip i reference j then residual (K j) (D j) (t j) *
      geminal t (pairFlip j (pairFlip i reference)) else 0) = residual (K i) (D i) (t i) := by
    rw [Finset.sum_eq_single i]
    · rw [pairFlip_pairFlip, geminal_reference]
      simp [pairFlip, reference]
    · intro j _ hj
      simp [pairFlip, reference, hj]
    · simp
  have r1 := schrodinger_error K D t (pairFlip i reference)
  rw [hs, h1 i, ← hE, sub_self] at r1
  exact r1.symm
```

The hypotheses `h0` and `h1` are the components of the Schrödinger equation on the reference and on each configuration with one excited pair. On the reference no pair is excited, so the right-hand side of the error formula vanishes and `h0` fixes `E`. For the second, `Finset.sum_eq_single i` reduces the sum to its only surviving term, whose geminal factor is the reference amplitude, one.

```lean
/-- The geminal product solves the Schrödinger equation with energy `E` if and only if
`E = ∑ K i * t i` and every pair satisfies its quadratic amplitude equation. -/
theorem geminal_eigenvector_iff (K D t : ι → ℝ) (E : ℝ) :
    hamiltonian K D (geminal t) = E • geminal t ↔
      E = ∑ i, K i * t i ∧ ∀ i, K i + 2 * D i * t i - K i * t i ^ 2 = 0 := by
  constructor
  · intro h
    exact amplitude_equations_of_projection K D t E (congrFun h _) (fun i => congrFun h _)
  · rintro ⟨hE, hr⟩
    funext s
    have e := schrodinger_error K D t s
    have hz : ∀ i, residual (K i) (D i) (t i) = 0 := hr
    simp only [hz, zero_mul, ite_self, Finset.sum_const_zero] at e
    rw [Pi.smul_apply, smul_eq_mul, hE]
    linarith
```

The left side is an equality of functions, hence of all components; `•` multiplies a function by a number. One direction takes the components needed by the preceding theorem. The other inserts zero residuals into the error formula at an arbitrary `s`. Because `geminal t` equals one on the reference, it is never the zero function, and the equation does describe an eigenvector.

## The variational bound and the explicit ground state

```lean
/-- For a solution of the amplitude equation with negative pair energy `k * t`, the two-level
energy form of the pair, shifted by `k * t`, is non-negative. -/
theorem pair_form_nonneg {k d t : ℝ} (hr : residual k d t = 0) (hneg : k * t < 0) (x y : ℝ) :
    0 ≤ 2 * k * x * y + 2 * d * y ^ 2 - k * t * (x ^ 2 + y ^ 2) := by
  have ht : t ≠ 0 := by
    rintro rfl
    simp at hneg
  unfold residual at hr
  -- up to the factor t², the form is a perfect square
  have hsq : t ^ 2 * (2 * k * x * y + 2 * d * y ^ 2 - k * t * (x ^ 2 + y ^ 2)) =
      -(k * t) * (t * x - y) ^ 2 := by
    linear_combination (t * y ^ 2) * hr
  have hpos : 0 ≤ -(k * t) * (t * x - y) ^ 2 := mul_nonneg (by linarith) (sq_nonneg _)
  by_contra hn
  have := mul_neg_of_pos_of_neg (pow_pos (abs_pos.mpr ht) 2) (not_le.mp hn)
  rw [sq_abs] at this
  linarith
```

This is the inequality $Q_i\ge0$. The identity `hsq` is the completed square, and `linear_combination` records that it follows from the amplitude equation multiplied by $t_iy^2$. The final steps remove the positive factor $t_i^2$.

```lean
/-- If the amplitudes solve their equations with all pair energies `K i * t i` negative, then
`∑ K i * t i` bounds the energy expectation of every wavefunction from below. -/
theorem variational_bound (K D t : ι → ℝ) (hr : ∀ i, residual (K i) (D i) (t i) = 0)
    (hneg : ∀ i, K i * t i < 0) (φ : (ι → Bool) → ℝ) :
    (∑ i, K i * t i) * ∑ s, φ s ^ 2 ≤ ∑ s, φ s * hamiltonian K D φ s := by
  have split : ∑ s, φ s * hamiltonian K D φ s - (∑ i, K i * t i) * ∑ s, φ s ^ 2 =
      ∑ i, ∑ s, (φ s * (K i * φ (pairFlip i s) + if s i then 2 * D i * φ s else 0)
        - K i * t i * φ s ^ 2) := by
    rw [Finset.sum_comm, Finset.mul_sum, ← Finset.sum_sub_distrib]
    refine Finset.sum_congr rfl fun s _ => ?_
    rw [hamiltonian, Finset.mul_sum, Finset.sum_mul, ← Finset.sum_sub_distrib]
  rw [← sub_nonneg, split]
  refine Finset.sum_nonneg fun i _ => ?_
  obtain ⟨g, hg⟩ : ∃ g : (ι → Bool) → ℝ, ∀ s, g s =
      φ s * (K i * φ (pairFlip i s) + if s i then 2 * D i * φ s else 0)
        - K i * t i * φ s ^ 2 := ⟨_, fun _ => rfl⟩
  simp only [← hg]
  -- match each configuration with its partner under the flip of pair i
  have hflip : ∑ s, g (pairFlip i s) = ∑ s, g s :=
    Equiv.sum_comp (Function.Involutive.toPerm (pairFlip i) (pairFlip_pairFlip i)) g
  have hpair : 0 ≤ ∑ s, (g s + g (pairFlip i s)) := by
    refine Finset.sum_nonneg fun s _ => ?_
    have hf : pairFlip i s i = !s i := by simp [pairFlip]
    rw [hg, hg, pairFlip_pairFlip, hf]
    cases h : s i
    · have q := pair_form_nonneg (hr i) (hneg i) (φ s) (φ (pairFlip i s))
      simp only [Bool.not_false, Bool.false_eq_true, ↓reduceIte]
      linarith
    · have q := pair_form_nonneg (hr i) (hneg i) (φ (pairFlip i s)) (φ s)
      simp only [Bool.not_true, Bool.false_eq_true, ↓reduceIte]
      linarith
  rw [Finset.sum_add_distrib, hflip] at hpair
  linarith
```

The theorem avoids dividing by the norm. For non-zero `φ`, division by `∑ s, φ s ^ 2` turns it into the usual lower bound on the energy expectation value. The equality `split` exchanges the sums over pairs and configurations, so that each pair can be treated separately.

The argument turns on `hflip`. `Function.Involutive.toPerm` turns a map that is its own inverse into a permutation, and the required proof is `pairFlip_pairFlip i` itself. `Equiv.sum_comp` then says that a sum over a finite type is unchanged when its argument is permuted. The configurations therefore need not be divided into those with pair `i` excited and those without: every couple of partners is counted twice, and the factor of two does no harm to an inequality with zero. Inside `hpair`, the case split on `s i` only decides which partner supplies $x$ and which supplies $y$.

```lean
/-- For non-zero couplings, the amplitudes `(D - √(D² + K²)) / K` give an eigenvector with energy
`∑ (D - √(D² + K²))`, and no wavefunction has a lower energy expectation. -/
theorem perfect_pairing_ground_state (K D : ι → ℝ) (hK : ∀ i, K i ≠ 0) :
    hamiltonian K D (geminal fun i => (D i - √(D i ^ 2 + K i ^ 2)) / K i) =
        (∑ i, (D i - √(D i ^ 2 + K i ^ 2))) •
          geminal (fun i => (D i - √(D i ^ 2 + K i ^ 2)) / K i) ∧
      ∀ φ : (ι → Bool) → ℝ, (∑ i, (D i - √(D i ^ 2 + K i ^ 2))) * ∑ s, φ s ^ 2 ≤
        ∑ s, φ s * hamiltonian K D φ s := by
  obtain ⟨t, ht⟩ : ∃ t : ι → ℝ, t = fun i => (D i - √(D i ^ 2 + K i ^ 2)) / K i := ⟨_, rfl⟩
  rw [← ht]
  have hkt : ∀ i, K i * t i = D i - √(D i ^ 2 + K i ^ 2) := by
    intro i
    rw [ht]
    exact mul_div_cancel₀ _ (hK i)
  have hr : ∀ i, residual (K i) (D i) (t i) = 0 := by
    intro i
    have hR : √(D i ^ 2 + K i ^ 2) ^ 2 = D i ^ 2 + K i ^ 2 := Real.sq_sqrt (by positivity)
    apply mul_left_cancel₀ (hK i)
    unfold residual
    linear_combination
      (2 * D i - K i * t i - (D i - √(D i ^ 2 + K i ^ 2))) * hkt i - hR
  have hneg : ∀ i, K i * t i < 0 := by
    intro i
    have hpos : 0 < K i ^ 2 := pow_pos (abs_pos.mpr (hK i)) 2 |>.trans_eq (sq_abs _)
    have : D i < √(D i ^ 2 + K i ^ 2) := Real.lt_sqrt_of_sq_lt (by linarith)
    rw [hkt i]
    linarith
  simp only [← hkt]
  exact ⟨(geminal_eigenvector_iff K D t _).mpr ⟨rfl, hr⟩, variational_bound K D t hr hneg⟩

end

end PerfectPairing
```

```lean
#print axioms PerfectPairing.perfect_pairing_ground_state
-- 'PerfectPairing.perfect_pairing_ground_state' depends on axioms: [propext, Classical.choice, Quot.sound]
```

The conclusion has two parts: the product with the lower roots is an eigenvector with the stated energy, and no wavefunction in this space has a lower expectation value. Together they make the product a ground state; uniqueness is not part of the statement. In the proof, `hkt` gives the pair energy, `hr` the amplitude equation and `hneg` the sign condition, after which the two earlier theorems apply.

The hypothesis `hK` excludes pairs without coupling. To see that it cannot simply be dropped, take one pair with $K=0$ and $D=-1$, a mathematical test case and not a model of a real bond. The Hamiltonian is diagonal with entries $0$ and $-2$, and its ground state lies entirely on the excited configuration. No product of the form $\psi_t$ is proportional to it, since each has amplitude one on the reference. Lean's convention for division by zero would set $t=0$ in the formula, giving the reference state with eigenvalue $0$ instead of the stated energy $D-\sqrt{D^2+K^2}=-2$. The equivalence in `geminal_eigenvector_iff` needs no such hypothesis: for this pair the amplitude equation reads $-2t=0$, and its solution $t=0$ correctly gives an eigenvector, though not the lowest one.
